# Among planar lattices of given minimum spacing, the triangular lattice has the smallest cell

A simulation of the two-dimensional electron gas with periodic boundary conditions starts with the choice of a cell. Suppose every electron must stay at least a distance $d$ from its own periodic images. At fixed density the number of electrons is proportional to the cell area, so one wants the smallest cell that meets this condition. Its area is $\frac{\sqrt3}{2}d^2$, about 13% less than that of a square cell with the same $d$, and the triangular lattice attains it.

The result is purely geometric and concerns lattices with one point per cell. That the distance to the nearest image is a good measure of the finite-size error is a physical judgement which the hypotheses do not contain. Nor do they involve an energy, so the theorems do not say which lattice a Wigner crystal adopts.

## A lattice as three numbers

```lean
import Mathlib

namespace TriangularLatticeOptimality
```

Let $u$ and $v$ be the cell vectors. A lattice vector $xu+yv$ with integers $x,y$ has squared length
$$|xu+yv|^2 = a x^2 + b xy + c y^2,\qquad a=|u|^2,\quad b=2\,u\cdot v,\quad c=|v|^2 .$$

```lean
/-- The coefficients of a real form `a x² + b x y + c y²`. The squared length of a planar lattice
vector with coordinates `x, y` is a form of this kind. -/
structure QuadForm where
  a : ℝ
  b : ℝ
  c : ℝ
```

A `structure` is a record, here of three real numbers. The letters are not the lattice constants of crystallography: $a$ and $c$ are squared lengths, and $b$ is twice a scalar product. The record itself does not require the form to be positive.

```lean
/-- The value `a x² + b x y + c y²` of the form. -/
def QuadForm.val (F : QuadForm) (x y : ℝ) : ℝ :=
  F.a * x ^ 2 + F.b * x * y + F.c * y ^ 2
```

`F.val x y` is the value $F(x,y)=ax^2+bxy+cy^2$, defined for real $x$ and $y$.

```lean
/-- The form is at least `m` at every nonzero integer pair. If the form gives the squared lengths in
a lattice, distinct lattice points have squared distance at least `m`. -/
def QuadForm.SpacedBy (F : QuadForm) (m : ℝ) : Prop :=
  ∀ x y : ℤ, x ≠ 0 ∨ y ≠ 0 → m ≤ F.val x y
```

A `Prop` is a statement. This one says that $F(x,y)\ge m$ for all integers $x,y$ that are not both zero. Since $F$ is a squared length, $m$ is a squared distance, $m=d^2$. It is a lower bound, which the lattice need not attain.

## Changing the cell vectors

```lean
/-- Two forms describe the same lattice in two bases, related by an integer matrix of
determinant one. -/
def SameLattice (F G : QuadForm) : Prop :=
  ∃ p q r s : ℤ, p * s - q * r = 1 ∧
    ∀ x y : ℝ, F.val (p * x + q * y) (r * x + s * y) = G.val x y
```

The same lattice has many cells. `SameLattice F G` says that there are integers $p,q,r,s$ with $ps-qr=1$ and
$$F(px+qy,\;rx+sy)=G(x,y)$$
for all real $x,y$. Changes of basis with determinant $-1$ are left out; the argument does not need them.

```lean
/-- The form `m (x² + x y + y²)`, which for `m > 0` belongs to a triangular lattice. -/
def triangular (m : ℝ) : QuadForm := ⟨m, m, m⟩
```

This is the form $m(x^2+xy+y^2)$. For $m>0$ it belongs to two cell vectors of length $\sqrt m$ at an angle of $60^\circ$.

```lean
/-- Two successive changes of lattice basis make one change of basis. -/
theorem SameLattice.trans {F G H : QuadForm} (h₁ : SameLattice F G)
    (h₂ : SameLattice G H) : SameLattice F H := by
  obtain ⟨p, q, r, s, hd, hv⟩ := h₁
  obtain ⟨p', q', r', s', hd', hv'⟩ := h₂
  refine ⟨p * p' + q * r', p * q' + q * s', r * p' + s * r', r * q' + s * s', ?_, ?_⟩
  · linear_combination (p' * s' - q' * r') * hd + hd'
  · intro x y
    rw [← hv' x y, ← hv]
    push_cast
    congr 1 <;> ring
```

Two changes of basis in succession are again one. The new integers are the entries of the matrix product, and the determinants multiply to $1$. The tactic `linear_combination` proves an equation by checking that it is the stated combination of known ones.

```lean
/-- The quantity `4ac - b²` does not depend on the lattice basis. -/
theorem SameLattice.disc_eq {F G : QuadForm} (h : SameLattice F G) :
    4 * G.a * G.c - G.b ^ 2 = 4 * F.a * F.c - F.b ^ 2 := by
  obtain ⟨p, q, r, s, hd, hv⟩ := h
  have hdR : (p : ℝ) * s - q * r = 1 := by exact_mod_cast hd
  -- three values of the form determine the new coefficients
  have h1 := hv 1 0
  have h2 := hv 0 1
  have h3 := hv 1 1
  simp only [QuadForm.val] at h1 h2 h3
  have ha : G.a = F.a * p ^ 2 + F.b * p * r + F.c * r ^ 2 := by linear_combination -h1
  have hc : G.c = F.a * q ^ 2 + F.b * q * s + F.c * s ^ 2 := by linear_combination -h2
  have hb : G.b = 2 * F.a * p * q + F.b * (p * s + q * r) + 2 * F.c * r * s := by
    linear_combination h1 + h2 - h3
  rw [ha, hb, hc]
  linear_combination (4 * F.a * F.c - F.b ^ 2) * ((p : ℝ) * s - q * r + 1) * hdR
```

Write the form as a symmetric matrix and the change of basis as $P$:
$$M=\begin{pmatrix}a&b/2\\ b/2&c\end{pmatrix},\qquad P=\begin{pmatrix}p&q\\ r&s\end{pmatrix},\qquad M'=P^{T}MP .$$
Then $4\det M'=4\det M\,(\det P)^2=4\det M$, so $4ac-b^2$ is the same in every basis. It is the negative of what algebra texts call the discriminant.

Lean does this with coefficients. Setting $(x,y)$ to $(1,0)$, $(0,1)$ and $(1,1)$ in the equation of `SameLattice` gives the new coefficients (`ha`, `hc`, `hb`), and the last line uses $(\det P)^2-1=(\det P+1)(\det P-1)=0$.

```lean
/-- A lower bound `m` on the values at nonzero integer pairs survives a change of lattice basis. -/
theorem SameLattice.spacedBy {F G : QuadForm} {m : ℝ} (h : SameLattice F G)
    (hF : F.SpacedBy m) : G.SpacedBy m := by
  obtain ⟨p, q, r, s, hd, hv⟩ := h
  intro x y hxy
  have hne : p * x + q * y ≠ 0 ∨ r * x + s * y ≠ 0 := by
    by_contra hn
    simp only [ne_eq, not_or, not_not] at hn
    obtain ⟨h1, h2⟩ := hn
    have hx : x = 0 := by linear_combination s * h1 - q * h2 - x * hd
    have hy : y = 0 := by linear_combination p * h2 - r * h1 - y * hd
    exact hxy.elim (fun h => h hx) (fun h => h hy)
  have h := hF _ _ hne
  push_cast at h
  rwa [hv] at h
```

The minimum spacing also survives. The only thing to check is that a nonzero pair $(x,y)$ goes to a nonzero pair. If $px+qy=0$ and $rx+sy=0$, then
$$x=(ps-qr)x=s(px+qy)-q(rx+sy)=0,$$
and likewise $y=p(rx+sy)-r(px+qy)=0$, a contradiction.

## Finding a compact cell

```lean
/-- If `a > 0`, there is a lattice basis with the same `a` in which `|b| ≤ a`. -/
theorem exists_shear (F : QuadForm) (ha : 0 < F.a) :
    ∃ G, SameLattice F G ∧ G.a = F.a ∧ |G.b| ≤ G.a := by
  set k : ℤ := round (F.b / (2 * F.a)) with hk
  refine ⟨⟨F.a, F.b - 2 * F.a * k, F.c - F.b * k + F.a * k ^ 2⟩,
    ⟨1, -k, 0, 1, by ring, ?_⟩, rfl, ?_⟩
  · intro x y
    simp only [QuadForm.val]
    push_cast
    ring
  · have h := abs_sub_round (F.b / (2 * F.a))
    rw [← hk] at h
    have e : F.b - 2 * F.a * k = 2 * F.a * (F.b / (2 * F.a) - k) := by
      field_simp
    change |F.b - 2 * F.a * k| ≤ F.a
    rw [e, abs_mul, abs_of_pos (by positivity : 0 < 2 * F.a)]
    nlinarith
```

Let $a>0$ and let $k$ be the integer nearest to $b/(2a)$. Replacing $v$ by $v-ku$ gives
$$F(x-ky,y)=ax^2+(b-2ak)xy+(c-bk+ak^2)y^2 .$$
The first coefficient is unchanged, and the new middle one satisfies
$$|b-2ak|=2a\left|\frac{b}{2a}-k\right|\le 2a\cdot\tfrac12=a .$$
In Lean, `round` supplies $k$ and `abs_sub_round` the bound $\tfrac12$.

```lean
/-- A weak form of Gauss reduction: if `m > 0`, the form is at least `m` at all nonzero integer
pairs and `a ≤ 2ⁿ m`, then there is a lattice basis with `|b| ≤ a` in which `a ≤ 2m` or `a ≤ 2c`. -/
theorem exists_reduced {m : ℝ} (hm : 0 < m) (n : ℕ) : ∀ F : QuadForm, F.SpacedBy m →
    F.a ≤ 2 ^ n * m →
    ∃ G, SameLattice F G ∧ |G.b| ≤ G.a ∧ (G.a ≤ 2 * m ∨ G.a ≤ 2 * G.c) := by
  induction n with
  | zero =>
    intro F hF hn
    have ha : m ≤ F.a := by simpa [QuadForm.val] using hF 1 0 (by simp)
    obtain ⟨G, hG, hGa, hGb⟩ := exists_shear F (by linarith)
    refine ⟨G, hG, hGb, Or.inl ?_⟩
    rw [pow_zero] at hn
    linarith
  | succ n ih =>
    intro F hF hn
    have ha : m ≤ F.a := by simpa [QuadForm.val] using hF 1 0 (by simp)
    obtain ⟨G, hG, hGa, hGb⟩ := exists_shear F (by linarith)
    by_cases hc : G.a ≤ 2 * G.c
    · exact ⟨G, hG, hGb, Or.inr hc⟩
    · -- exchange the basis vectors; the leading coefficient is at least halved
      have hS : SameLattice G ⟨G.c, -G.b, G.a⟩ := by
        refine ⟨0, -1, 1, 0, by ring, fun x y => ?_⟩
        simp only [QuadForm.val]
        push_cast
        ring
      have hFS := hG.trans hS
      obtain ⟨H, hH, hred⟩ := ih _ (hFS.spacedBy hF) (by
        change G.c ≤ 2 ^ n * m
        rw [pow_succ] at hn
        linarith)
      exact ⟨H, hFS.trans hH, hred⟩
```

Repeated shears and exchanges lead to a basis with $|b|\le a$ in which $a\le 2m$ or $a\le 2c$. This is weaker than the textbook Gauss-reduced form, $|b|\le a\le c$, but it suffices below.

The argument is an induction on a number $n$ with $a\le 2^n m$. Always $a=F(1,0)\ge m>0$, so the shear is available.

- For $n=0$ we have $a\le m\le 2m$, and one shear is enough.
- For $n+1$, shear first. If now $a\le 2c$, stop. Otherwise $c<a/2\le 2^n m$. Taking $v$ and $-u$ as the new cell vectors turns $(a,b,c)$ into $(c,-b,a)$. The new first coefficient is at most $2^n m$, so the case $n$, called `ih` in the code, finishes the work.

Each exchange at least halves the first coefficient, which can never fall below $m>0$, so the procedure ends.

## The bound in a compact cell

```lean
/-- Let `m > 0` and let the form be at least `m` at all nonzero integer pairs. If `|b| ≤ a`, and
`a ≤ 2m` or `a ≤ 2c`, then `4ac - b² ≥ 3m²`, and equality forces `a = c = m` and `b² = m²`. -/
theorem reduced_bound {m : ℝ} (hm : 0 < m) {G : QuadForm} (hG : G.SpacedBy m)
    (hb : |G.b| ≤ G.a) (hr : G.a ≤ 2 * m ∨ G.a ≤ 2 * G.c) :
    3 * m ^ 2 ≤ 4 * G.a * G.c - G.b ^ 2 ∧
    (4 * G.a * G.c - G.b ^ 2 = 3 * m ^ 2 → G.a = m ∧ G.c = m ∧ G.b ^ 2 = m ^ 2) := by
  have ha : m ≤ G.a := by simpa [QuadForm.val] using hG 1 0 (by simp)
  have hc : m ≤ G.c := by simpa [QuadForm.val] using hG 0 1 (by simp)
  have hb2 : G.b ^ 2 ≤ G.a ^ 2 := sq_le_sq' (abs_le.mp hb).1 (abs_le.mp hb).2
  rcases le_or_gt G.a (2 * m) with h | h
  · have t1 : 0 ≤ G.a * (G.c - m) := mul_nonneg (by linarith) (by linarith)
    have t2 : 0 ≤ (G.a - m) * (2 * m - G.a) := mul_nonneg (by linarith) (by linarith)
    have t3 : 0 ≤ (G.a - m) * m := mul_nonneg (by linarith) hm.le
    refine ⟨by nlinarith, fun he => ?_⟩
    -- a sum of nonnegative terms vanishes, so each term does
    have e3 : (G.a - m) * m ≤ 0 := by nlinarith
    have ea : G.a = m := le_antisymm (by nlinarith) ha
    have e1 : G.a * (G.c - m) ≤ 0 := by nlinarith
    rw [ea] at e1
    have ec : G.c = m := le_antisymm (by nlinarith) hc
    rw [ea, ec] at he
    exact ⟨ea, ec, by linarith⟩
  · have h2 : G.a ≤ 2 * G.c := hr.resolve_left (not_le_of_gt h)
    have t1 : 0 ≤ G.a * (2 * G.c - G.a) := mul_nonneg (by linarith) (by linarith)
    have t2 : 3 * m ^ 2 < G.a ^ 2 := by nlinarith
    exact ⟨by nlinarith, fun he => by nlinarith⟩
```

Evaluating the form at $(1,0)$ and $(0,1)$ gives $a\ge m$ and $c\ge m$, and $|b|\le a$ gives $b^2\le a^2$.

**If $a\le 2m$**, expand and regroup:
$$4ac-b^2-3m^2=4a(c-m)+(a-m)(2m-a)+(a-m)m+(a^2-b^2).$$
Every term on the right is nonnegative, which proves the bound. If the left side is zero, every term vanishes. The third then gives $a=m$ and the first $c=m$, and what remains is $b^2=4m^2-3m^2=m^2$.

**If $a>2m$**, then $a\le 2c$ must hold, so
$$4ac-b^2\ge 2a^2-a^2=a^2>4m^2>3m^2,$$
and equality is impossible.

In the code for the first case, `t1`, `t2` and `t3` are the first three terms on the right, up to the factor $4$ in the first; the second case uses the names `t1` and `t2` afresh. The tactic `nlinarith` combines such inequalities, trying products of them where needed.

## The bound in any cell

```lean
/-- Optimality of the triangular lattice: if `m > 0` and the form is at least `m` at all
nonzero integer pairs, then `4ac - b² ≥ 3m²`, with equality exactly when the form is
`m (x² + x y + y²)` in some lattice basis. -/
theorem triangular_optimal {m : ℝ} (hm : 0 < m) (F : QuadForm) (hF : F.SpacedBy m) :
    3 * m ^ 2 ≤ 4 * F.a * F.c - F.b ^ 2 ∧
    (4 * F.a * F.c - F.b ^ 2 = 3 * m ^ 2 ↔ SameLattice F (triangular m)) := by
  obtain ⟨n, hn⟩ := pow_unbounded_of_one_lt (F.a / m) (one_lt_two : (1 : ℝ) < 2)
  obtain ⟨G, hG, hb, hr⟩ := exists_reduced hm n F hF ((div_lt_iff₀ hm).mp hn).le
  obtain ⟨hle, heq⟩ := reduced_bound hm (hG.spacedBy hF) hb hr
  rw [hG.disc_eq] at hle heq
  refine ⟨hle, fun he => ?_, fun h => ?_⟩
  · obtain ⟨ea, ec, eb⟩ := heq he
    refine hG.trans ?_
    -- the angle of the reduced basis is 60° or 120°
    rcases sq_eq_sq_iff_eq_or_eq_neg.mp eb with eb | eb
    · refine ⟨1, 0, 0, 1, by ring, fun x y => ?_⟩
      simp only [QuadForm.val, triangular, ea, eb, ec]
      push_cast
      ring
    · refine ⟨1, 1, 0, 1, by ring, fun x y => ?_⟩
      simp only [QuadForm.val, triangular, ea, eb, ec]
      push_cast
      ring
  · rw [← h.disc_eq]
    simp only [triangular]
    ring
```

Read in words: let $m>0$ and let $F$ be at least $m$ at every nonzero integer pair. Then $4ac-b^2\ge 3m^2$, and equality holds if and only if $F$ becomes $m(x^2+xy+y^2)$ in some lattice basis. Positive definiteness is not assumed; it follows, since $a\ge m>0$ and $4ac-b^2>0$.

For the proof, choose $n$ with $a/m<2^n$ and pass to the compact basis. The spacing carries over, the bound holds there, and $4ac-b^2$ has not changed.

If equality holds, the compact basis has $a=c=m$ and $b=\pm m$. For $b=m$ the form is already triangular. For $b=-m$ the cell angle is $120^\circ$, and replacing $x$ by $x+y$ gives
$$(x+y)^2-(x+y)y+y^2=x^2+xy+y^2 .$$
Conversely, the triangular form has $4m^2-m^2=3m^2$, and every form of the same lattice shares this value.

```lean
/-- For `m > 0` the triangular form is at least `m` at every nonzero integer pair. -/
theorem triangular_spacedBy {m : ℝ} (hm : 0 < m) : (triangular m).SpacedBy m := by
  intro x y hxy
  have h : 1 ≤ x ^ 2 + x * y + y ^ 2 := by
    rcases hxy with hx | hy
    · have : 0 < x ^ 2 := by positivity
      nlinarith [sq_nonneg (2 * y + x)]
    · have : 0 < y ^ 2 := by positivity
      nlinarith [sq_nonneg (2 * x + y)]
  have hR : (1 : ℝ) ≤ (x : ℝ) ^ 2 + x * y + (y : ℝ) ^ 2 := by exact_mod_cast h
  simp only [QuadForm.val, triangular]
  nlinarith [mul_le_mul_of_nonneg_left hR hm.le]
```

The triangular lattice does satisfy the spacing condition, so the bound is attained. If $x\ne0$, then
$$4(x^2+xy+y^2)=(2y+x)^2+3x^2>0,$$
and if $y\ne0$ the same holds with $x$ and $y$ exchanged. A positive integer is at least $1$, and multiplying by $m$ gives the claim. The step `exact_mod_cast` carries the inequality from the integers to the reals.

## The area of the cell

```lean
/-- If the planar vector `x u + y v` has length at least `d > 0` for all integers `x, y` that are
not both zero, then the area of the cell spanned by `u` and `v` is at least `(√3/2) d²`. -/
theorem cell_area_bound (u v : Fin 2 → ℝ) {d : ℝ} (hd : 0 < d)
    (h : ∀ x y : ℤ, x ≠ 0 ∨ y ≠ 0 →
      d ≤ √((x * u 0 + y * v 0) ^ 2 + (x * u 1 + y * v 1) ^ 2)) :
    √3 / 2 * d ^ 2 ≤ |u 0 * v 1 - u 1 * v 0| := by
  have hF : QuadForm.SpacedBy ⟨u 0 ^ 2 + u 1 ^ 2, 2 * (u 0 * v 0 + u 1 * v 1),
      v 0 ^ 2 + v 1 ^ 2⟩ (d ^ 2) := by
    intro x y hxy
    have h1 := (Real.le_sqrt' hd).mp (h x y hxy)
    simp only [QuadForm.val]
    linarith
  have hb := (triangular_optimal (by positivity) _ hF).1
  simp only at hb
  have h3 : √3 ^ 2 = (3 : ℝ) := Real.sq_sqrt (by norm_num)
  -- `4ac - b²` is four times the squared cell area
  have hs : (√3 / 2 * d ^ 2) ^ 2 ≤ (u 0 * v 1 - u 1 * v 0) ^ 2 := by
    have e : (√3 / 2 * d ^ 2) ^ 2 = 3 / 4 * (d ^ 2) ^ 2 := by
      linear_combination (d ^ 2) ^ 2 / 4 * h3
    rw [e]
    linarith
  exact (le_abs_self _).trans (sq_le_sq.mp hs)

end TriangularLatticeOptimality
```

The last theorem returns to vectors. The type `Fin 2 → ℝ` is a pair of real components, numbered $0$ and $1$, and the length is written out as a square root of squares. The hypothesis says that $|xu+yv|\ge d>0$ for all integers $x,y$ not both zero. The conclusion is
$$|u_0v_1-u_1v_0|\ge\frac{\sqrt3}{2}\,d^2,$$
where the left side is the cell area $A$.

Squaring the hypothesis gives the spacing condition with $m=d^2$ for the form with $a=|u|^2$, $b=2u\cdot v$, $c=|v|^2$. Moreover
$$4ac-b^2=4\left(|u|^2|v|^2-(u\cdot v)^2\right)=4(u_0v_1-u_1v_0)^2=4A^2 .$$
So $4A^2\ge 3d^4$, and taking the root gives the bound. In the code, `hF` is the spacing condition, `hb` the bound on the form and `hs` the squared area inequality.

This theorem states the inequality alone; the case of equality is settled for forms, in `triangular_optimal`. For the electron gas at areal density $\rho$, a cell whose images are at least $d$ apart therefore holds at least $\frac{\sqrt3}{2}\rho d^2$ electrons.

```lean
#print axioms TriangularLatticeOptimality.triangular_spacedBy
#print axioms TriangularLatticeOptimality.cell_area_bound
```

```
'TriangularLatticeOptimality.triangular_spacedBy' depends on axioms: [propext, Classical.choice, Quot.sound]
'TriangularLatticeOptimality.cell_area_bound' depends on axioms: [propext, Classical.choice, Quot.sound]
```
